# Information gain of Gaussian-process training sets is submodular

A pool of candidate structures, from which some must be chosen for expensive reference calculations to train an interatomic potential, is modelled here as a finite set with one jointly Gaussian scalar label, such as an energy, per structure. For a fixed positive semidefinite kernel and independent label noise of equal positive variance, the information gain is then submodular: a new structure adds at most as much to a training set as to any subset of it.

```lean
import Mathlib

open Matrix

namespace ActiveLearningSubmodularity

noncomputable section

variable {n : Type*} [Fintype n] [DecidableEq n]

/-- The covariance matrix restricted to the structures in `S`. -/
def block (C : Matrix n n ℝ) (S : Finset n) : Matrix S S ℝ :=
  C.submatrix (fun s : S => (s : n)) (fun s : S => (s : n))

/-- The principal minor of `C` on `S`; on the empty set it is the determinant of the
empty matrix, which is one. -/
def minor (C : Matrix n n ℝ) (S : Finset n) : ℝ := (block C S).det

/-- The Gaussian conditional variance of the label of `i` once the labels in `S` are known,
for an invertible covariance block on `S`. -/
def condVar (C : Matrix n n ℝ) (S : Finset n) (i : n) : ℝ :=
  C i i - (fun s : S => C s i) ⬝ᵥ ((block C S)⁻¹ *ᵥ (fun s : S => C s i))

/-- The mean squared error of predicting the label of `i` by the linear combination of labels
with weights `w`, for centred labels with symmetric covariance `C`. -/
def predError (C : Matrix n n ℝ) (i : n) (w : n → ℝ) : ℝ :=
  C i i - 2 * (w ⬝ᵥ fun j => C j i) + w ⬝ᵥ (C *ᵥ w)

/-- The information that noisy labels on `S` carry about a Gaussian process with kernel `K`,
for label noise of variance `v > 0`: half the log-determinant of the noisy covariance minus
that of the noise alone. -/
def infoGain (K : Matrix n n ℝ) (v : ℝ) (S : Finset n) : ℝ :=
  (Real.log (minor (K + v • (1 : Matrix n n ℝ)) S) - S.card * Real.log v) / 2

omit [DecidableEq n] in
/-- For weights that vanish outside `S`, linear and quadratic forms reduce to sums over `S`. -/
theorem supported_forms (C : Matrix n n ℝ) (S : Finset n) (w : n → ℝ)
    (hw : ∀ j ∉ S, w j = 0) (f : n → ℝ) :
    w ⬝ᵥ f = (fun s : S => w s) ⬝ᵥ (fun s : S => f s) ∧
    w ⬝ᵥ (C *ᵥ w) = (fun s : S => w s) ⬝ᵥ (block C S *ᵥ (fun s : S => w s)) := by
  have key : ∀ g : n → ℝ, w ⬝ᵥ g = (fun s : S => w s) ⬝ᵥ (fun s : S => g s) := by
    intro g
    change ∑ j, w j * g j = ∑ s : S, w s * g s
    rw [Finset.sum_coe_sort S (fun j => w j * g j)]
    exact (Finset.sum_subset (Finset.subset_univ S)
      (fun j _ hj => by rw [hw j hj, zero_mul])).symm
  refine ⟨key f, ?_⟩
  rw [key (C *ᵥ w)]
  congr 1
  funext s
  change (fun j => C s j) ⬝ᵥ w = (fun t : S => C s t) ⬝ᵥ (fun t : S => w t)
  rw [dotProduct_comm, key, dotProduct_comm]

/-- Every covariance block of a positive definite covariance matrix is positive definite. -/
theorem block_posDef {C : Matrix n n ℝ} (hC : C.PosDef) (S : Finset n) :
    (block C S).PosDef := by
  rw [Matrix.posDef_iff_dotProduct_mulVec]
  refine ⟨hC.isHermitian.submatrix _, fun x hx => ?_⟩
  -- extend the vector by zero to the whole pool
  obtain ⟨w, hw⟩ : ∃ w : n → ℝ, w = fun j => if h : j ∈ S then x ⟨j, h⟩ else 0 := ⟨_, rfl⟩
  have hout : ∀ j ∉ S, w j = 0 := fun j hj => by simp [hw, hj]
  have hin : (fun s : S => w s) = x := by
    funext s
    simp [hw]
  have hw0 : w ≠ 0 := by
    intro h
    apply hx
    rw [← hin, h]
    rfl
  have hpos := hC.dotProduct_mulVec_pos hw0
  rw [star_trivial, (supported_forms C S w hout w).2, hin] at hpos
  rwa [star_trivial]

/-- For a positive definite covariance, the conditional variance is the least mean squared error
among linear predictors that use only the labels in `S`. -/
theorem condVar_isLeast {C : Matrix n n ℝ} (hC : C.PosDef) (S : Finset n) (i : n) :
    IsLeast {e | ∃ w : n → ℝ, (∀ j ∉ S, w j = 0) ∧ predError C i w = e} (condVar C S i) := by
  have hB := block_posDef hC S
  have hBt : (block C S)ᵀ = block C S := by
    have h := hB.isHermitian.eq
    rwa [Matrix.conjTranspose_eq_transpose_of_trivial] at h
  obtain ⟨k, hk⟩ : ∃ k : S → ℝ, k = fun s : S => C s i := ⟨_, rfl⟩
  obtain ⟨u, hu⟩ : ∃ u : S → ℝ, u = (block C S)⁻¹ *ᵥ k := ⟨_, rfl⟩
  have hcv : condVar C S i = C i i - k ⬝ᵥ u := by
    rw [hu, hk]
    rfl
  have hBu : block C S *ᵥ u = k := by
    rw [hu, Matrix.mulVec_mulVec,
      Matrix.mul_nonsing_inv _ (isUnit_iff_ne_zero.2 hB.det_pos.ne'), Matrix.one_mulVec]
  have hsym : ∀ x : S → ℝ, u ⬝ᵥ (block C S *ᵥ x) = k ⬝ᵥ x := by
    intro x
    rw [Matrix.dotProduct_mulVec, ← Matrix.mulVec_transpose, hBt, hBu]
  -- complete the square around the optimal weights `u`
  have hsq : ∀ w : n → ℝ, (∀ j ∉ S, w j = 0) → predError C i w = condVar C S i +
      ((fun s : S => w s) - u) ⬝ᵥ (block C S *ᵥ ((fun s : S => w s) - u)) := by
    intro w hw
    unfold predError
    rw [(supported_forms C S w hw (fun j => C j i)).1, (supported_forms C S w hw w).2, ← hk, hcv]
    generalize (fun s : S => w s) = x
    rw [Matrix.mulVec_sub, hBu, sub_dotProduct, dotProduct_sub, dotProduct_sub, hsym x,
      dotProduct_comm u k, dotProduct_comm k x]
    ring
  constructor
  · refine ⟨fun j => if h : j ∈ S then u ⟨j, h⟩ else 0, fun j hj => by simp [hj], ?_⟩
    rw [hsq _ (fun j hj => by simp [hj])]
    simp
  · rintro e ⟨w, hw, rfl⟩
    have h := hB.posSemidef.dotProduct_mulVec_nonneg ((fun s : S => w s) - u)
    rw [star_trivial] at h
    rw [hsq w hw]
    linarith

/-- For a positive definite covariance, conditioning on a larger set of labels does not increase
the conditional variance. -/
theorem condVar_antitone {C : Matrix n n ℝ} (hC : C.PosDef) {S T : Finset n} (hST : S ⊆ T)
    (i : n) : condVar C T i ≤ condVar C S i := by
  obtain ⟨w, hw, he⟩ := (condVar_isLeast hC S i).1
  exact (condVar_isLeast hC T i).2 ⟨w, fun j hj => hw j (fun h => hj (hST h)), he⟩

/-- For a positive definite covariance, adding a new structure `i` to `S` multiplies the
determinant by the conditional variance of `i` given `S`. -/
theorem minor_insert {C : Matrix n n ℝ} (hC : C.PosDef) {S : Finset n} {i : n} (hi : i ∉ S) :
    minor C (insert i S) = minor C S * condVar C S i := by
  let f : S ⊕ Unit → ↥(insert i S) :=
    Sum.elim (fun s => ⟨s, Finset.mem_insert_of_mem s.2⟩)
      (fun _ => ⟨i, Finset.mem_insert_self i S⟩)
  have hf : Function.Bijective f := by
    constructor
    · rintro (a | a) (b | b) h
      · have h' := congrArg Subtype.val h
        change a.1 = b.1 at h'
        exact congrArg Sum.inl (Subtype.ext h')
      · have h' : a.1 = i := congrArg Subtype.val h
        exact absurd (by rw [← h']; exact a.2) hi
      · have h' : b.1 = i := (congrArg Subtype.val h).symm
        exact absurd (by rw [← h']; exact b.2) hi
      · rfl
    · rintro ⟨j, hj⟩
      rcases Finset.mem_insert.1 hj with h | h
      · exact ⟨Sum.inr (), Subtype.ext h.symm⟩
      · exact ⟨Sum.inl ⟨j, h⟩, rfl⟩
  have hdet : ((block C (insert i S)).submatrix f f).det = (block C (insert i S)).det :=
    Matrix.det_submatrix_equiv_self (Equiv.ofBijective f hf) _
  have hM : (block C (insert i S)).submatrix f f =
      Matrix.fromBlocks (block C S) (Matrix.of fun (s : S) (_ : Unit) => C s i)
        (Matrix.of fun (_ : Unit) (s : S) => C s i) (Matrix.of fun _ _ => C i i) := by
    ext (a | a) (b | b)
    · rfl
    · rfl
    · exact (hC.isHermitian.apply i b.1).symm
    · rfl
  -- the Schur complement of the old block is the conditional variance
  let := Matrix.invertibleOfIsUnitDet (block C S)
    (isUnit_iff_ne_zero.2 (block_posDef hC S).det_pos.ne')
  unfold minor
  rw [← hdet, hM, Matrix.det_fromBlocks₁₁, Matrix.det_unique (n := Unit),
    Matrix.invOf_eq_nonsing_inv, Matrix.mul_assoc]
  rfl

/-- Principal minors of a positive definite matrix are log-submodular: the minors on the union
and the intersection have a product at most that of the minors on `S` and `T`. -/
theorem minor_submodular {C : Matrix n n ℝ} (hC : C.PosDef) (S T : Finset n) :
    minor C (S ∪ T) * minor C (S ∩ T) ≤ minor C S * minor C T := by
  have hpos : ∀ U, 0 < minor C U := fun U => (block_posDef hC U).det_pos
  -- add the structures of `T \ S` one at a time
  have key : ∀ U : Finset n, Disjoint U S →
      minor C (S ∪ U) * minor C (S ∩ T) ≤ minor C S * minor C (S ∩ T ∪ U) := by
    intro U
    induction U using Finset.induction_on with
    | empty => intro _; simp
    | insert i U hiU ih =>
      intro hd
      obtain ⟨hiS, hUS⟩ := Finset.disjoint_insert_left.1 hd
      have h1 : i ∉ S ∪ U := by simp [hiS, hiU]
      have h2 : i ∉ S ∩ T ∪ U := by simp [hiS, hiU]
      have hv : 0 < condVar C (S ∪ U) i := by
        have h := hpos (insert i (S ∪ U))
        rw [minor_insert hC h1] at h
        exact (mul_pos_iff_of_pos_left (hpos _)).1 h
      have hle : condVar C (S ∪ U) i ≤ condVar C (S ∩ T ∪ U) i :=
        condVar_antitone hC (Finset.union_subset_union_left Finset.inter_subset_left) i
      rw [Finset.union_insert, Finset.union_insert, minor_insert hC h1, minor_insert hC h2]
      calc minor C (S ∪ U) * condVar C (S ∪ U) i * minor C (S ∩ T)
          = minor C (S ∪ U) * minor C (S ∩ T) * condVar C (S ∪ U) i := by ring
        _ ≤ minor C S * minor C (S ∩ T ∪ U) * condVar C (S ∪ U) i :=
            mul_le_mul_of_nonneg_right (ih hUS) hv.le
        _ ≤ minor C S * minor C (S ∩ T ∪ U) * condVar C (S ∩ T ∪ U) i :=
            mul_le_mul_of_nonneg_left hle (mul_pos (hpos _) (hpos _)).le
        _ = minor C S * (minor C (S ∩ T ∪ U) * condVar C (S ∩ T ∪ U) i) := by ring
  have h := key (T \ S) Finset.sdiff_disjoint
  have e1 : S ∪ T \ S = S ∪ T := by ext j; simp
  have e2 : S ∩ T ∪ T \ S = T := by
    ext j
    simp only [Finset.mem_union, Finset.mem_inter, Finset.mem_sdiff]
    tauto
  rwa [e1, e2] at h

/-- Adding independent label noise of variance `v > 0` to a positive semidefinite kernel gives a
positive definite covariance. -/
theorem noisy_posDef {K : Matrix n n ℝ} (hK : K.PosSemidef) {v : ℝ} (hv : 0 < v) :
    (K + v • (1 : Matrix n n ℝ)).PosDef := by
  rw [Matrix.posDef_iff_dotProduct_mulVec]
  constructor
  · change (K + v • (1 : Matrix n n ℝ))ᴴ = _
    rw [Matrix.conjTranspose_add, hK.isHermitian.eq, Matrix.conjTranspose_smul,
      Matrix.conjTranspose_one, star_trivial]
  · intro x hx
    have h1 := hK.dotProduct_mulVec_nonneg x
    have h2 : 0 < x ⬝ᵥ x := by
      refine lt_of_le_of_ne (Finset.sum_nonneg fun j _ => mul_self_nonneg (x j)) ?_
      exact fun h => hx (dotProduct_self_eq_zero.1 h.symm)
    rw [star_trivial] at h1 ⊢
    rw [Matrix.add_mulVec, Matrix.smul_mulVec, Matrix.one_mulVec, dotProduct_add,
      dotProduct_smul, smul_eq_mul]
    exact add_pos_of_nonneg_of_pos h1 (mul_pos hv h2)

/-- The determinant inequality for unions and intersections holds for every positive semidefinite
covariance, singular ones included. -/
theorem minor_submodular_posSemidef {C : Matrix n n ℝ} (hC : C.PosSemidef) (S T : Finset n) :
    minor C (S ∪ T) * minor C (S ∩ T) ≤ minor C S * minor C T := by
  have hc : ∀ U, Continuous fun ε : ℝ => minor (C + ε • (1 : Matrix n n ℝ)) U := fun U =>
    ((continuous_const.add (continuous_id.smul continuous_const)).matrix_submatrix _ _).matrix_det
  -- let the added noise tend to zero from above
  have h := le_of_tendsto_of_tendsto
    ((((hc (S ∪ T)).mul (hc (S ∩ T))).tendsto 0).mono_left
      (nhdsWithin_le_nhds (s := Set.Ioi (0 : ℝ))))
    ((((hc S).mul (hc T)).tendsto 0).mono_left nhdsWithin_le_nhds)
    (by
      filter_upwards [self_mem_nhdsWithin] with ε hε
      exact minor_submodular (noisy_posDef hC hε) S T)
  simpa only [Pi.mul_apply, zero_smul, add_zero] using h

/-- For a positive semidefinite kernel and label noise of positive variance, the information gain
of training sets is submodular. -/
theorem infoGain_submodular {K : Matrix n n ℝ} (hK : K.PosSemidef) {v : ℝ} (hv : 0 < v)
    (S T : Finset n) :
    infoGain K v (S ∪ T) + infoGain K v (S ∩ T) ≤ infoGain K v S + infoGain K v T := by
  have hC := noisy_posDef hK hv
  have hpos : ∀ U, 0 < minor (K + v • (1 : Matrix n n ℝ)) U :=
    fun U => (block_posDef hC U).det_pos
  have h := Real.log_le_log (mul_pos (hpos _) (hpos _)) (minor_submodular hC S T)
  rw [Real.log_mul (hpos _).ne' (hpos _).ne', Real.log_mul (hpos _).ne' (hpos _).ne'] at h
  -- the noise terms balance, since the set sizes do
  have hcard : ((S ∪ T).card : ℝ) + (S ∩ T).card = S.card + T.card := by
    exact_mod_cast Finset.card_union_add_card_inter S T
  have hnoise := congrArg (fun r : ℝ => r * Real.log v) hcard
  simp only [add_mul] at hnoise
  unfold infoGain
  linarith

/-- Diminishing returns: for a positive semidefinite kernel and positive noise variance, labelling
a structure outside `T` gains at most as much on top of `T` as on top of a subset `S` of `T`. -/
theorem infoGain_diminishing {K : Matrix n n ℝ} (hK : K.PosSemidef) {v : ℝ} (hv : 0 < v)
    {S T : Finset n} (hST : S ⊆ T) {i : n} (hi : i ∉ T) :
    infoGain K v (insert i T) - infoGain K v T ≤ infoGain K v (insert i S) - infoGain K v S := by
  have h := infoGain_submodular hK hv (insert i S) T
  rw [Finset.insert_union, Finset.union_eq_right.2 hST, Finset.insert_inter_of_notMem hi,
    Finset.inter_eq_left.2 hST] at h
  linarith

end

end ActiveLearningSubmodularity
```

```lean
#print axioms ActiveLearningSubmodularity.minor_submodular_posSemidef
-- 'ActiveLearningSubmodularity.minor_submodular_posSemidef' depends on axioms: [propext, Classical.choice, Quot.sound]
#print axioms ActiveLearningSubmodularity.infoGain_submodular
-- 'ActiveLearningSubmodularity.infoGain_submodular' depends on axioms: [propext, Classical.choice, Quot.sound]
#print axioms ActiveLearningSubmodularity.infoGain_diminishing
-- 'ActiveLearningSubmodularity.infoGain_diminishing' depends on axioms: [propext, Classical.choice, Quot.sound]
```

## Determinants on unions and intersections

The type `n` is the pool itself, not a number, and a training set is a `Finset n`, so no pool entry is labelled twice. For a covariance matrix $C$, `block C S` is the submatrix $C_S$, and `minor C S` is the principal minor $\det C_S$, with $\det C_\emptyset=1$. The theorem `minor_submodular_posSemidef` states, for all $S$ and $T$,

$$\det C_{S\cup T}\,\det C_{S\cap T}\le\det C_S\,\det C_T .$$

`PosSemidef` includes symmetry and allows singular matrices, such as the noise-free covariance of a pool in which the same structure appears as two entries.

For a kernel matrix $K$ and noise variance $v>0$, `infoGain K v S` is

$$I(S)=\tfrac12\left[\log\det(K+v\mathbf 1)_S-|S|\log v\right].$$

`infoGain_submodular` states $I(S\cup T)+I(S\cap T)\le I(S)+I(T)$. `infoGain_diminishing` states that for $S\subseteq T$ and $i\notin T$, adding $i$ to $T$ gains at most as much as adding it to $S$.

## Kernel, noise and real energies

The kernel encodes how strongly the energies of similar structures are correlated. The variance $v$ stands for random scatter that is independent from label to label, for instance the statistical error of independent quantum Monte Carlo runs with equal error bars. The Gaussian assumption enters through the formulas for `condVar` and `infoGain`, which are taken as definitions. The step to a real material is the assumption that its reference energies behave like a draw from a Gaussian process with this $K$ and $v$.

## From prediction error to diminishing returns

Let $C$ be positive definite. Extending a vector on $S$ by zero shows that $C_S$ is positive definite too (`supported_forms`, `block_posDef`).

Take the labels to have zero mean, and predict the label of $i$ linearly from those in $S$, with weights $w$. Write $k$ for the vector of covariances $C_{si}$, $s\in S$, and $u=C_S^{-1}k$. Completing the square in the mean squared error gives

$$C_{ii}-2w^{T}k+w^{T}C_Sw=\sigma^2_{i|S}+(w-u)^{T}C_S(w-u),$$

$$\sigma^2_{i|S}=C_{ii}-k^{T}C_S^{-1}k .$$

The last term is non-negative and vanishes at $w=u$, so the conditional variance $\sigma^2_{i|S}$, `condVar` in Lean, is the least error. This is `condVar_isLeast`, with the identity in `hsq`. A predictor that uses only $S$ is also allowed for any $T\supseteq S$, hence $\sigma^2_{i|T}\le\sigma^2_{i|S}$ (`condVar_antitone`).

For $i\notin S$, the Schur complement gives

$$\det C_{S\cup\{i\}}=\det C_S\;\sigma^2_{i|S}.$$

In `minor_insert`, the bijection `f` puts $i$ last, so that the block determinant formula applies.

The induction `key` in `minor_submodular` proves, for every $U$ disjoint from $S$,

$$\det C_{S\cup U}\det C_{S\cap T}\le\det C_S\det C_{(S\cap T)\cup U}.$$

Equality holds for $U=\emptyset$. Adding $i$ to $U$ multiplies the left side by $\sigma^2_{i|S\cup U}>0$ and the right side by $\sigma^2_{i|(S\cap T)\cup U}$, which is at least as large. Taking $U=T\setminus S$ gives the determinant inequality.

If $C$ is only semidefinite, $C+\varepsilon\mathbf 1$ is positive definite for $\varepsilon>0$ (`noisy_posDef`), and the inequality survives the limit $\varepsilon\to0^+$ because determinants are continuous.

For the information gain, set $C=K+v\mathbf 1$ and take logarithms. The noise terms cancel because $|S\cup T|+|S\cap T|=|S|+|T|$. Applying the result to $S\cup\{i\}$ and $T$, with $S\subseteq T$ and $i\notin T$, gives diminishing returns, since their union is $T\cup\{i\}$ and their intersection is $S$.

## Two structures, and a greedy selection

Take two structures with $K_{11}=K_{22}=1$, $K_{12}=\tfrac12$ and $v=1$. The noisy covariance has diagonal entries 2 and determinant $4-\tfrac14=3.75$, so the inequality for the two single-structure sets reads $3.75\cdot1\le2\cdot2$. The first label gains $\tfrac12\log2\approx0.347$; the second adds $\tfrac12\log(3.75/2)\approx0.314$.

A greedy selection from molecular-dynamics snapshots can be run by keeping a Cholesky factor of $C_S$, with $C=K+v\mathbf 1$. Appending candidate $i$ adds a row whose squared diagonal entry is $\sigma^2_{i|S}$, and the gain is $\tfrac12\log(\sigma^2_{i|S}/v)$. While $K$ and $v$ stay fixed, a gain from an earlier round bounds the present one from above, so a candidate whose old gain is below the best fresh value can be skipped in that round. Refitting the kernel between rounds removes this guarantee.
